# Lucky-electron and Wolff limits of the decay exponent for isotropic scattering with fixed phonon loss

To estimate how steeply the number of carriers falls off towards an ionisation threshold in a field F, a program can solve one scalar equation for a decay exponent a, which sets the slope of an exponential energy tail. If the equation is solved by bisection, the program needs a starting bracket that contains a root, and the computed exponent can be checked against its limits at weak and strong field. The results below supply a bracket and these limits for a model with constant mean free path and a fixed energy loss per collision.

## Energy balance between collisions

A carrier of charge e scatters isotropically, so the cosine μ between its new direction and the force is uniform on [−1, 1]. It then flies a distance ℓ with probability density exp(−ℓ/λ)/λ, where λ is the mean free path, and gains the energy eFℓμ. The next collision removes the phonon energy E_R. The constant E_R stands for the emission of one phonon of fixed energy; absorption is neglected.

Let n(E) be the steady density of energies E just after a collision. Far above zero energy, with the flight path taken as straight,

n(E) = ⟨n(E + E_R − eFℓμ)⟩,

where the brackets average over ℓ and μ. Try n(E) = exp(−aE/(eFλ)) with 0 < a < 1, and set r = E_R/(eFλ), the loss per collision divided by the gain over one mean free path along the field. The average over ℓ gives 1/(1 − aμ), and the balance becomes

½ ∫₋₁¹ dμ/(1 − aμ) = exp(ra).

An antiderivative of the integrand is −log(1 − aμ)/a, so the left side is

f(a) = log((1 + a)/(1 − a))/(2a).

If a is near 1, the tail is exp(−E/(eFλ)), the chance of gaining E in one collision-free flight along the field: Shockley's lucky electron. If a is near 3r, the tail is exp(−3E_R E/(eFλ)²), the form of Wolff's diffusion regime.

## What is stated about the roots

In Lean, `flightFactor a` is f(a), and `IsDecayExponent r a` says that 0 < a < 1 and f(a) = exp(ra). The theorem `exists_decayExponent` gives such an a for every r > 0.

In `shockley_wolff_crossover`, `a : ℝ → ℝ` is any function that picks a root for each positive r. Neither continuity nor uniqueness is assumed. The conclusion is

a(r) → 1 as r → ∞, and a(r)/(3r) → 1 as r → 0+.

The filter `atTop` means r → ∞, and `𝓝[>] 0` means approach to zero from above.

The theorem `crossover_in_field` fixes positive `ER`, `q` and `lam`, which are E_R, e and λ, and varies F through `lossRatio`. Weak field gives a → 1; strong field gives a/(3r) → 1. Since the energy balance holds only for energies far above eFλ, the strong-field limit describes the tail at an ionisation threshold only while eFλ, though much larger than E_R, stays far below the threshold energy.

The file starts from the root equation and proves the angular average, while the energy balance above is the physical argument for that equation. Despite the word "crossover" in the theorem names, the limits concern the two ends. They give no ionisation rate and no prefactor of the distribution. Energy-dependent mean free paths, band structure and ionisation losses are absent from the model.

## Bounds that hold for every root

For 0 < a < 1 the logarithm has the series

f(a) = 1 + a²/3 + a⁴/5 + a⁶/7 + …

Dropping the terms after a²/3 gives a lower bound. Replacing each coefficient after the first by 1/3 gives a geometric series and an upper bound:

1 + a²/3 ≤ f(a) ≤ 1 + a²/(3(1 − a²)).

**Existence.** Take s = min(1/2, r). Then 3(1 − s²) ≥ 1 and s² ≤ rs, so

f(s) ≤ 1 + s² ≤ 1 + rs ≤ exp(rs).

Next take b = tanh(exp r) = (T − 1)/(T + 1) with T = exp(2 exp r). Then (1 + b)/(1 − b) = T, and since 0 < b < 1,

f(b) = exp(r)/b ≥ exp(r) ≥ exp(rb).

Moreover T ≥ 1 + 2 exp r ≥ 3, hence b ≥ 1/2 ≥ s. The difference f(x) − exp(rx) is continuous on [s, b] and passes from nonpositive to nonnegative, so it vanishes somewhere in between.

**Lower bound on a root.** From 1 + ra ≤ exp(ra) = f(a) and the upper bound on f,

ra ≤ a²/(3(1 − a²)), hence 3r(1 − a²) ≤ a.

**Upper bound on a root.** Multiplying 1 − x ≤ exp(−x) by exp x gives exp x − 1 ≤ x exp x. With x = ra ≤ r,

a²/3 ≤ exp(ra) − 1 ≤ ra exp(r), hence a ≤ 3r exp(r).

**Large r.** Since 1 − a ≤ 1 − a² ≤ a/(3r) ≤ 1/r,

1 − 1/r ≤ a(r) < 1,

and both ends tend to 1.

**Small r.** Dividing the two bounds by 3r, and using the second to bound a² in the first, gives

1 − (3r exp r)² ≤ a(r)/(3r) ≤ exp(r).

Again both ends tend to 1. At fixed E_R, e and λ, r is a positive constant divided by F, which turns these limits into the statements about weak and strong field.

## Solving for a in a program

The interval [s, b] can serve as a bisection bracket, but in double precision b already rounds to 1 at r = 4, and the formula for f(b) then divides by zero. The substitution a = tanh y removes this difficulty. It turns f(a) into y/tanh y, and the equation becomes

log(y/tanh y) = r tanh y,

with a bracket running from y = artanh(min(1/2, r)) to y = 2 exp r. At y = exp r, the image of b, the two sides can agree to within rounding error, which makes the sign of their difference unreliable; at y = 2 exp r the left side is larger by at least log 2. For small y the left side should be evaluated by its series, which begins y²/3, to avoid a loss of digits. For small r the value 3r is a good starting guess for a.

Solving numerically gives a ≈ 0.289 at r = 0.1, close to 3r = 0.3, and a ≈ 0.990 at r = 1. A transport code for this constant-λ model can use the two limits as checks on its computed energy tail.

## The decay exponent in Lean

```lean
import Mathlib

open Filter Topology Set

namespace ShockleyWolff

noncomputable section

/-- The factor log((1 + a)/(1 - a))/(2a) of isotropic scattering, for 0 < a < 1. -/
def flightFactor (a : ℝ) : ℝ := Real.log ((1 + a) / (1 - a)) / (2 * a)

/-- The number `a` in (0,1) solves the decay-exponent equation with loss ratio `r`. -/
def IsDecayExponent (r a : ℝ) : Prop :=
  0 < a ∧ a < 1 ∧ flightFactor a = Real.exp (r * a)

/-- The phonon energy `ER` divided by the energy `q * F * lam` gained by a charge `q` over
a mean free path `lam` along the field `F`, for nonzero `q`, `F` and `lam`. -/
def lossRatio (ER q lam F : ℝ) : ℝ := ER / (q * F * lam)

/-- For 0 < a < 1 the average of 1/(1 - aμ) over isotropic directions, with direction
cosine μ, is the flight factor. -/
theorem isotropic_average {a : ℝ} (ha : 0 < a) (ha1 : a < 1) :
    1 / 2 * ∫ μ in (-1 : ℝ)..1, 1 / (1 - a * μ) = flightFactor a := by
  have hne : ∀ μ ∈ uIcc (-1 : ℝ) 1, 1 - a * μ ≠ 0 := by
    intro μ hμ
    rw [uIcc_of_le (by norm_num)] at hμ
    have := mul_nonneg ha.le (sub_nonneg.2 hμ.2)
    have h : 0 < 1 - a * μ := by linarith
    exact h.ne'
  -- an antiderivative is -log(1 - aμ)/a
  have hd : ∀ μ ∈ uIcc (-1 : ℝ) 1,
      HasDerivAt (fun m : ℝ => Real.log (1 - a * m) / (-a)) (1 / (1 - a * μ)) μ := by
    intro μ hμ
    have h0 := hne μ hμ
    have h1 : HasDerivAt (fun m : ℝ => 1 - a * m) (-a) μ :=
      (((hasDerivAt_id' μ).const_mul a).const_sub 1).congr_deriv (by ring)
    refine ((h1.log h0).div_const (-a)).congr_deriv ?_
    rw [div_right_comm, div_self (neg_ne_zero.2 ha.ne')]
  have hi : IntervalIntegrable (fun μ : ℝ => 1 / (1 - a * μ)) MeasureTheory.volume (-1) 1 :=
    (ContinuousOn.div (by fun_prop) (by fun_prop) hne).intervalIntegrable
  rw [intervalIntegral.integral_eq_sub_of_hasDerivAt hd hi, flightFactor,
    Real.log_div (by linarith) (by linarith), mul_one,
    show 1 - a * (-1) = 1 + a by ring]
  ring

/-- For 0 < a < 1 the flight factor lies between 1 + a²/3 and 1 + a²/(3(1 - a²)). -/
theorem flightFactor_bounds {a : ℝ} (ha : 0 < a) (ha1 : a < 1) :
    1 + a ^ 2 / 3 ≤ flightFactor a ∧
      flightFactor a ≤ 1 + a ^ 2 / (3 * (1 - a ^ 2)) := by
  have hs := Real.hasSum_log_sub_log_of_abs_lt_one (x := a) (by rwa [abs_of_pos ha])
  have hsq : a ^ 2 < 1 := by nlinarith
  have hD : 1 - a ^ 2 ≠ 0 := by linarith
  rw [flightFactor, Real.log_div (by linarith) (by linarith)]
  constructor
  · -- keep the first two terms of the series
    have h := sum_le_hasSum (Finset.range 2) (fun k _ => by positivity) hs
    norm_num [Finset.sum_range_succ] at h
    rw [le_div_iff₀ (by positivity)]
    linarith
  · -- compare the remaining terms with a geometric series
    have hg : HasSum (fun k : ℕ => 2 * a / 3 * (a ^ 2) ^ k + if k = 0 then 4 * a / 3 else 0)
        (2 * a / 3 * (1 - a ^ 2)⁻¹ + 4 * a / 3) :=
      ((hasSum_geometric_of_lt_one (sq_nonneg a) hsq).mul_left (2 * a / 3)).add
        (hasSum_ite_eq 0 (4 * a / 3))
    have ht : ∀ k : ℕ, 2 * (1 / (2 * (k : ℝ) + 1)) * a ^ (2 * k + 1) ≤
        2 * a / 3 * (a ^ 2) ^ k + if k = 0 then 4 * a / 3 else 0 := by
      intro k
      by_cases hk : k = 0
      · subst hk
        norm_num
        linarith
      · have hk1 : (1 : ℝ) ≤ k := by exact_mod_cast Nat.one_le_iff_ne_zero.2 hk
        have h3 : 1 / (2 * (k : ℝ) + 1) ≤ 1 / 3 :=
          one_div_le_one_div_of_le (by norm_num) (by linarith)
        have hp : a ^ (2 * k + 1) = a * (a ^ 2) ^ k := by
          rw [pow_succ, pow_mul, mul_comm]
        rw [if_neg hk, hp]
        calc 2 * (1 / (2 * (k : ℝ) + 1)) * (a * (a ^ 2) ^ k)
            ≤ 2 * (1 / 3) * (a * (a ^ 2) ^ k) := by gcongr
          _ = 2 * a / 3 * (a ^ 2) ^ k + 0 := by ring
    have h := hasSum_le ht hs hg
    rw [div_le_iff₀ (by positivity)]
    refine h.trans (le_of_eq ?_)
    field_simp
    ring

/-- For every positive loss ratio the decay-exponent equation has a root in (0,1). -/
theorem exists_decayExponent {r : ℝ} (hr : 0 < r) : ∃ a, IsDecayExponent r a := by
  -- left end: the flight factor is below the exponential
  obtain ⟨s, hs0, hs2, hsr⟩ : ∃ s : ℝ, 0 < s ∧ s ≤ 1 / 2 ∧ s ≤ r :=
    ⟨min (1 / 2) r, lt_min (by norm_num) hr, min_le_left _ _, min_le_right _ _⟩
  have hleft : flightFactor s ≤ Real.exp (r * s) := by
    have h1 := (flightFactor_bounds hs0 (by linarith)).2
    have h2 := Real.add_one_le_exp (r * s)
    have h3 : s ^ 2 / (3 * (1 - s ^ 2)) ≤ r * s := by
      have h4 : 1 ≤ 3 * (1 - s ^ 2) := by nlinarith
      have h5 : s ^ 2 ≤ r * s := by nlinarith
      exact (div_le_self (sq_nonneg s) h4).trans h5
    linarith
  -- right end: b = tanh(exp r), where the logarithm equals 2 exp r
  obtain ⟨T, hT⟩ : ∃ T, T = Real.exp (2 * Real.exp r) := ⟨_, rfl⟩
  have hT3 : 3 ≤ T := by
    have h1 := Real.add_one_le_exp (2 * Real.exp r)
    have h2 := Real.add_one_le_exp r
    linarith
  have hTp : 0 < T + 1 := by linarith
  obtain ⟨b, hb⟩ : ∃ b, b = (T - 1) / (T + 1) := ⟨_, rfl⟩
  have hb2 : 1 / 2 ≤ b := by
    rw [hb, le_div_iff₀ hTp]
    linarith
  have hb1 : b < 1 := by
    rw [hb, div_lt_iff₀ hTp]
    linarith
  have hright : Real.exp (r * b) ≤ flightFactor b := by
    have hbT : b * (T + 1) = T - 1 := by rw [hb, div_mul_cancel₀ _ hTp.ne']
    have hq : (1 + b) / (1 - b) = T := by
      rw [div_eq_iff (by linarith)]
      linarith
    rw [flightFactor, hq, hT, Real.log_exp, le_div_iff₀ (by linarith)]
    have h1 : Real.exp (r * b) ≤ Real.exp r := Real.exp_le_exp.2 (by nlinarith)
    nlinarith [Real.exp_pos (r * b)]
  have hc : ContinuousOn (fun x => flightFactor x - Real.exp (r * x)) (Icc s b) := by
    unfold flightFactor
    refine ContinuousOn.sub (ContinuousOn.div (ContinuousOn.log
      (ContinuousOn.div (by fun_prop) (by fun_prop) ?_) ?_) (by fun_prop) ?_) (by fun_prop)
    · intro x hx
      linarith [hx.2]
    · intro x hx
      exact (div_pos (by linarith [hx.1]) (by linarith [hx.2])).ne'
    · intro x hx
      have : 0 < x := hs0.trans_le hx.1
      positivity
  obtain ⟨a, ha, h0⟩ := intermediate_value_Icc (hs2.trans hb2) hc
    (show (0 : ℝ) ∈ Icc _ _ from ⟨sub_nonpos.2 hleft, sub_nonneg.2 hright⟩)
  exact ⟨a, hs0.trans_le ha.1, ha.2.trans_lt hb1, sub_eq_zero.1 h0⟩

/-- At positive loss ratio r every decay exponent a obeys 3r(1 - a²) ≤ a ≤ 3r exp(r). -/
theorem decayExponent_bounds {r a : ℝ} (hr : 0 < r) (h : IsDecayExponent r a) :
    3 * r * (1 - a ^ 2) ≤ a ∧ a ≤ 3 * r * Real.exp r := by
  obtain ⟨ha, ha1, he⟩ := h
  obtain ⟨hl, hu⟩ := flightFactor_bounds ha ha1
  rw [he] at hl hu
  constructor
  · have h1 := Real.add_one_le_exp (r * a)
    have h2 : r * a ≤ a ^ 2 / (3 * (1 - a ^ 2)) := by linarith
    rw [le_div_iff₀ (by nlinarith)] at h2
    exact le_of_mul_le_mul_left (by linarith) ha
  · -- exp x - 1 ≤ x exp x, with x = ra ≤ r
    have h1 := mul_le_mul_of_nonneg_right (Real.add_one_le_exp (-(r * a)))
      (Real.exp_pos (r * a)).le
    rw [← Real.exp_add, neg_add_cancel, Real.exp_zero] at h1
    have h2 : Real.exp (r * a) ≤ Real.exp r := Real.exp_le_exp.2 (by nlinarith)
    have h3 := mul_le_mul_of_nonneg_left h2 (mul_pos hr ha).le
    exact le_of_mul_le_mul_left (by linarith) ha

/-- Any choice of decay exponents a(r), one for each r > 0, tends to 1 as r → ∞, and
a(r)/(3r) tends to 1 as r → 0+. -/
theorem shockley_wolff_crossover {a : ℝ → ℝ} (h : ∀ r, 0 < r → IsDecayExponent r (a r)) :
    Tendsto a atTop (𝓝 1) ∧ Tendsto (fun r => a r / (3 * r)) (𝓝[>] 0) (𝓝 1) := by
  constructor
  · have hl : Tendsto (fun r : ℝ => 1 - r⁻¹) atTop (𝓝 1) := by
      simpa using (tendsto_const_nhds (x := (1 : ℝ))).sub (tendsto_inv_atTop_zero (𝕜 := ℝ))
    refine tendsto_of_tendsto_of_tendsto_of_le_of_le' hl tendsto_const_nhds ?_ ?_
    · filter_upwards [eventually_gt_atTop 0] with r hr
      obtain ⟨h0, h1, -⟩ := h r hr
      have hb := (decayExponent_bounds hr (h r hr)).1
      have h2 : 0 ≤ r * (1 - a r) := mul_nonneg hr.le (by linarith)
      have h3 : (1 - a r) * r ≤ 1 := by nlinarith [mul_nonneg h2 h0.le]
      have h4 : 1 - a r ≤ 1 / r := (le_div_iff₀ hr).2 h3
      rw [one_div] at h4
      linarith
    · filter_upwards [eventually_gt_atTop 0] with r hr
      exact (h r hr).2.1.le
  · have hl : Tendsto (fun r : ℝ => 1 - (3 * r * Real.exp r) ^ 2) (𝓝[>] 0) (𝓝 1) :=
      (Continuous.tendsto' (by fun_prop) 0 1 (by simp)).mono_left nhdsWithin_le_nhds
    have hu : Tendsto (fun r : ℝ => Real.exp r) (𝓝[>] 0) (𝓝 1) :=
      (Continuous.tendsto' (by fun_prop) 0 1 (by simp)).mono_left nhdsWithin_le_nhds
    refine tendsto_of_tendsto_of_tendsto_of_le_of_le' hl hu ?_ ?_
    · filter_upwards [self_mem_nhdsWithin] with r hr
      have hr : 0 < r := hr
      obtain ⟨h1, h2⟩ := decayExponent_bounds hr (h r hr)
      have h3 := pow_le_pow_left₀ (h r hr).1.le h2 2
      have h4 : 1 - a r ^ 2 ≤ a r / (3 * r) := by
        rw [le_div_iff₀ (by positivity)]
        linarith
      linarith
    · filter_upwards [self_mem_nhdsWithin] with r hr
      have hr : 0 < r := hr
      rw [div_le_iff₀ (by positivity)]
      linarith [(decayExponent_bounds hr (h r hr)).2]

/-- At fixed positive phonon energy, charge and mean free path, any choice of decay exponents
tends to 1 in weak field, and its ratio to three times the loss ratio tends to 1 in strong
field. -/
theorem crossover_in_field {a : ℝ → ℝ} (h : ∀ r, 0 < r → IsDecayExponent r (a r))
    {ER q lam : ℝ} (hE : 0 < ER) (hq : 0 < q) (hlam : 0 < lam) :
    Tendsto (fun F => a (lossRatio ER q lam F)) (𝓝[>] 0) (𝓝 1) ∧
      Tendsto (fun F => a (lossRatio ER q lam F) / (3 * lossRatio ER q lam F))
        atTop (𝓝 1) := by
  have hc : 0 < ER / (q * lam) := by positivity
  have he : lossRatio ER q lam = fun F => ER / (q * lam) * F⁻¹ := by
    funext F
    unfold lossRatio
    ring
  obtain ⟨h1, h2⟩ := shockley_wolff_crossover h
  constructor
  · have ht : Tendsto (lossRatio ER q lam) (𝓝[>] 0) atTop := by
      rw [he]
      exact tendsto_inv_nhdsGT_zero.const_mul_atTop hc
    exact h1.comp ht
  · have ht : Tendsto (lossRatio ER q lam) atTop (𝓝[>] 0) := by
      rw [he]
      refine tendsto_nhdsWithin_iff.2 ⟨?_, ?_⟩
      · simpa using (tendsto_inv_atTop_zero (𝕜 := ℝ)).const_mul (ER / (q * lam))
      · filter_upwards [eventually_gt_atTop 0] with F hF
        exact mul_pos hc (inv_pos.2 hF)
    exact h2.comp ht

end

end ShockleyWolff
```

```lean
#print axioms ShockleyWolff.isotropic_average
#print axioms ShockleyWolff.exists_decayExponent
#print axioms ShockleyWolff.decayExponent_bounds
#print axioms ShockleyWolff.crossover_in_field
```

```
'ShockleyWolff.isotropic_average' depends on axioms: [propext, Classical.choice, Quot.sound]
'ShockleyWolff.exists_decayExponent' depends on axioms: [propext, Classical.choice, Quot.sound]
'ShockleyWolff.decayExponent_bounds' depends on axioms: [propext, Classical.choice, Quot.sound]
'ShockleyWolff.crossover_in_field' depends on axioms: [propext, Classical.choice, Quot.sound]
```

## Series, intermediate values and squeezing

`isotropic_average` first shows that 1 − aμ is positive on the integration interval. It then differentiates the antiderivative and applies the fundamental theorem of calculus through `intervalIntegral.integral_eq_sub_of_hasDerivAt`. This lemma ties the definition of `flightFactor` to the physical average; the later proofs work with the logarithm directly.

`flightFactor_bounds` uses Mathlib's series for log(1 + a) − log(1 − a), which is 2a f(a). For the lower bound, `sum_le_hasSum` keeps the first two terms. For the upper bound, `hasSum_le` compares the series term by term with a geometric one. The geometric series has first term 2a/3 where 2a is needed, so the comparison series adds 4a/3 at k = 0. Division by 2a then gives the bounds on f.

`exists_decayExponent` establishes `hleft` at s and `hright` at b, the two endpoint inequalities derived above. After continuity is checked on the closed interval, `intermediate_value_Icc` produces the root, and the positions of s and b place it strictly inside (0,1).

`decayExponent_bounds` replaces f(a) by exp(ra) in the series bounds. Both exponential inequalities come from `Real.add_one_le_exp`, applied to ra for the lower bound and to −ra for the upper. In each half the common factor a is cancelled by `le_of_mul_le_mul_left`, which is allowed because a is positive.

`shockley_wolff_crossover` applies the squeeze theorem `tendsto_of_tendsto_of_tendsto_of_le_of_le'` twice, with the enclosing functions from the derivation. The inequalities are needed only for positive r, and `filter_upwards` restricts attention to those values. Since the bounds hold for every root, the argument does not need to know that the root is unique.

`crossover_in_field` writes the loss ratio as a positive constant times F⁻¹. It shows that this ratio tends to infinity as F → 0+, and to zero through positive values as F → ∞. Composing these limits with the previous theorem gives the result.
